# On the density $A\,e^{-ar}$, $c\,g$ gives the potential $2c/r$ and $c\,g\ln(g/n^{4/3})$ one that tends to $-ca/3$

Far from an atom, the electron density falls off essentially exponentially, and the exact exchange potential behaves as $-1/r$ in atomic units. A semilocal functional of the generalized-gradient type sees only the local density $n$ and its gradient magnitude $g$, both of which are exponentially small there. What potential does it produce in the tail?

The problems below answer this for two energy densities $e(n,g)$ and the model density $n(r)=A\,e^{-ar}$ with $A,a>0$. Here $r$ is the distance from the nucleus, a prime means $d/dr$, and $g=|n'|$.

```lean
import Mathlib

open Filter Topology

namespace ExchangePotentialAsymptotics

noncomputable section
```

The potential is the radial Euler–Lagrange expression

$$v(r)=\frac{\partial e}{\partial n}-\frac{1}{r^2}\frac{d}{dr}\Big(r^2\,\frac{\partial e}{\partial n'}\Big).$$

It is taken as the definition, not derived from a variation of the energy. In `radialPotential` the energy density is evaluated at `|q|`, where `q` is the signed slope $n'$.

```lean
/-- The radial potential `∂e/∂n - r⁻² d/dr (r² ∂e/∂n')` of a semilocal energy density `e(n, |n'|)`
at the spherical density `n`. -/
def radialPotential (e : ℝ → ℝ → ℝ) (n : ℝ → ℝ) (r : ℝ) : ℝ :=
  deriv (fun m => e m |deriv n r|) (n r)
    - 1 / r ^ 2 * deriv (fun s => s ^ 2 * deriv (fun q => e (n s) |q|) (deriv n s)) r
```

The model density has no polynomial prefactor and is not computed self-consistently.

```lean
/-- The exponential density `A exp(-a r)`. -/
def expDensity (A a : ℝ) (r : ℝ) : ℝ := A * Real.exp (-a * r)
```

The first energy density is $c\,g$ with a real constant $c$.

```lean
/-- The energy density `c g`, linear in the gradient magnitude `g`. -/
def gradientEnergy (c : ℝ) (_n g : ℝ) : ℝ := c * g
```

The second is $c\,g\ln(g/n^p)$ with a real exponent $p$. For $p=4/3$ it has the logarithm that dominates the AK13 exchange functional at large reduced gradient $g/n^{4/3}$; the full functional has further terms, which are left out here.

```lean
/-- The energy density `c g ln(g / n^p)`; the AK13-type form has `p = 4/3`. -/
def logEnergy (c p : ℝ) (n g : ℝ) : ℝ := c * g * Real.log (g / n ^ p)
```

## (a) Expanding the radial divergence

**Task.** Write $v$ in terms of $F=\partial e/\partial n'$, taken along the density, and its derivative $F'$.

**Solution.** By the product rule,

$$\frac{1}{r^2}\frac{d}{dr}(r^2F)=\frac{2rF+r^2F'}{r^2}=\frac{2F}{r}+F',\qquad v=\frac{\partial e}{\partial n}-\frac{2F}{r}-F'.$$

An atomic code on a radial grid can evaluate the potential in this form, tabulating $F$ and differentiating it once.

In Lean, `en` is $\partial e/\partial n$, and the hypotheses `h1`, `h2` and `h3` say that the three derivatives exist. `h2` covers all $s>0$ because the outer derivative needs $F$ in a neighbourhood of $r$. The proof replaces the inner `deriv` by `F` there, then applies the product rule.

```lean
/-- With `F = ∂e/∂n'` along the density, the radial potential is `∂e/∂n - 2F/r - F'`. -/
theorem radialPotential_eq {e : ℝ → ℝ → ℝ} {n F : ℝ → ℝ} {r en F' : ℝ} (hr : 0 < r)
    (h1 : HasDerivAt (fun m => e m |deriv n r|) en (n r))
    (h2 : ∀ s, 0 < s → HasDerivAt (fun q => e (n s) |q|) (F s) (deriv n s))
    (h3 : HasDerivAt F F' r) :
    radialPotential e n r = en - 2 / r * F r - F' := by
  have heq : (fun s => s ^ 2 * deriv (fun q => e (n s) |q|) (deriv n s))
      =ᶠ[𝓝 r] fun s => s ^ 2 * F s := by
    filter_upwards [Ioi_mem_nhds hr] with s hs
    rw [(h2 s hs).deriv]
  -- the product rule for r² F
  have hd : HasDerivAt (fun s => s ^ 2 * F s) (2 * r * F r + r ^ 2 * F') r := by
    refine ((hasDerivAt_pow 2 r).fun_mul h3).congr_deriv ?_
    norm_num
  unfold radialPotential
  rw [h1.deriv, heq.deriv_eq, hd.deriv]
  have hr' : r ≠ 0 := hr.ne'
  field_simp
  ring
```

## (b) The linear energy density on any density with negative slope

**Task.** Find $v$ for $e=c\,g$ when $n'<0$ at every positive radius.

**Solution.** Since $n'<0$, $e=-c\,n'$. Hence $\partial e/\partial n=0$, $F=-c$ and $F'=0$, so (a) gives

$$v=\frac{2c}{r}.$$

The shape of the density has dropped out. The proof supplies the same three derivatives; `habs` records that $|x|=-x$ near a negative slope.

```lean
/-- For `e = c g` the potential at `r > 0` is `2c/r` for every density whose slope `n'` is negative
at all positive radii. -/
theorem gradientEnergy_potential (c : ℝ) {n : ℝ → ℝ} (hn : ∀ s, 0 < s → deriv n s < 0)
    {r : ℝ} (hr : 0 < r) : radialPotential (gradientEnergy c) n r = 2 * c / r := by
  have h1 : HasDerivAt (fun m => gradientEnergy c m |deriv n r|) 0 (n r) :=
    hasDerivAt_const (n r) (c * |deriv n r|)
  have h2 : ∀ s, 0 < s →
      HasDerivAt (fun q => gradientEnergy c (n s) |q|) (c * (-1)) (deriv n s) := by
    intro s hs
    have habs : (fun x : ℝ => |x|) =ᶠ[𝓝 (deriv n s)] fun x => -x := by
      filter_upwards [Iio_mem_nhds (hn s hs)] with x hx
      exact abs_of_neg hx
    exact ((hasDerivAt_id' (deriv n s)).fun_neg.congr_of_eventuallyEq habs).const_mul c
  have h3 : HasDerivAt (fun _ : ℝ => c * (-1)) 0 r := hasDerivAt_const r _
  rw [radialPotential_eq hr h1 h2 h3]
  ring
```

## (c) The slope of the exponential

**Task.** Express $n'$ through $n$ for $n=A\,e^{-ar}$.

**Solution.** The chain rule gives $n'=-a\,A\,e^{-ar}=-a\,n$. This holds for all real $A$ and $a$.

```lean
/-- The exponential density obeys `n' = -a n`. -/
theorem deriv_expDensity (A a s : ℝ) :
    deriv (expDensity A a) s = -(a * expDensity A a s) := by
  have h : HasDerivAt (expDensity A a) (A * (Real.exp (-a * s) * (-a * 1))) s :=
    (((hasDerivAt_id' s).const_mul (-a)).exp).const_mul A
  rw [h.deriv]
  unfold expDensity
  ring
```

## (d) The linear energy density on the exponential

**Task.** Apply (b) to $n=A\,e^{-ar}$.

**Solution.** For $A,a>0$, (c) gives $n'=-an<0$, so $v=2c/r$ for every $r>0$. With $c=-\tfrac12$ this is $-1/r$, the exact exchange tail. That match concerns the potential only and says nothing about the quality of the energy.

```lean
/-- For `e = c g` and the density `A exp(-a r)` the potential is `2c/r`. -/
theorem gradientEnergy_potential_exp (c : ℝ) {A a r : ℝ} (hA : 0 < A) (ha : 0 < a)
    (hr : 0 < r) : radialPotential (gradientEnergy c) (expDensity A a) r = 2 * c / r := by
  refine gradientEnergy_potential c (fun s _ => ?_) hr
  rw [deriv_expDensity]
  exact neg_neg_of_pos (mul_pos ha (mul_pos hA (Real.exp_pos _)))
```

## (e) Splitting the logarithm

**Task.** Separate $n$ and $g$ in $c\,g\ln(g/n^p)$ for $n,g>0$.

**Solution.** The rules for quotients and powers give

$$c\,g\ln\frac{g}{n^p}=c\,g\,(\ln g-p\ln n).$$

The split form also helps in floating-point code: far out, $n^{4/3}$ underflows before $n$ does, while $\ln n$ is still an ordinary number.

```lean
/-- At positive density and gradient, `c g ln(g / n^p) = c g (ln g - p ln n)`. -/
theorem logEnergy_eq (c p : ℝ) {n g : ℝ} (hn : 0 < n) (hg : 0 < g) :
    logEnergy c p n g = c * g * (Real.log g - p * Real.log n) := by
  unfold logEnergy
  rw [Real.log_div hg.ne' (Real.rpow_pos_of_pos hn p).ne', Real.log_rpow hn]
```

## (f) The exact potential of the logarithmic form

**Task.** Compute $v$ for $e=c\,g\ln(g/n^p)$ on $n=A\,e^{-ar}$.

**Solution.** With $g=an$, the density derivative is

$$\frac{\partial e}{\partial n}=-\frac{c\,p\,g}{n}=-c\,p\,a.$$

For a slope $q<0$ we have $e=-c\,q\,(\ln(-q)-p\ln n)$, so

$$F=-c\,\big(\ln(-q)-p\ln n+1\big).$$

Inserting $-q=an$ and $\ln n=\ln A-ar$,

$$F(r)=-c\,\big[\ln a+(1-p)(\ln A-ar)+1\big],\qquad F'=c(1-p)a.$$

The part of $F$ that is linear in $r$ contributes a constant to $2F/r$. From (a),

$$v=-cpa+\frac{2c}{r}\big[1+\ln a+(1-p)(\ln A-ar)\big]-c(1-p)a.$$

The constants add up to $-cpa-3ca(1-p)=ca(2p-3)$, hence

$$v=ca(2p-3)+\frac{2c\,[1+\ln a+(1-p)\ln A]}{r}.$$

In the simplest case, $A=a=1$ and $p=4/3$, this is $v=-c/3+2c/r$.

The Lean facts `h1`, `h2` and `h3` are the derivative in $n$, the derivative in $n'$ and $F'$. In `h2`, `Real.log_abs` identifies $\ln|q|$ with Lean's logarithm of the negative number $q$, which can then be differentiated directly. The last lines insert everything into (a) and collect terms.

```lean
/-- For `e = c g ln(g / n^p)` and the density `A exp(-a r)`, the potential is a constant
`c a (2p - 3)` plus a term proportional to `1/r`. -/
theorem logEnergy_potential_exp (c p : ℝ) {A a r : ℝ} (hA : 0 < A) (ha : 0 < a) (hr : 0 < r) :
    radialPotential (logEnergy c p) (expDensity A a) r
      = c * a * (2 * p - 3) + 2 * c * (1 + Real.log a + (1 - p) * Real.log A) / r := by
  have hn : ∀ s, 0 < expDensity A a s := fun s => mul_pos hA (Real.exp_pos _)
  have habs : ∀ s, |deriv (expDensity A a) s| = a * expDensity A a s := fun s => by
    rw [deriv_expDensity, abs_neg, abs_of_pos (mul_pos ha (hn s))]
  have hlog : ∀ s, Real.log (expDensity A a s) = Real.log A - a * s := fun s => by
    unfold expDensity
    rw [Real.log_mul hA.ne' (Real.exp_pos _).ne', Real.log_exp]
    ring
  -- the derivative with respect to the density
  have h1 : HasDerivAt (fun m => logEnergy c p m |deriv (expDensity A a) r|)
      (-(c * p * a)) (expDensity A a r) := by
    rw [habs]
    have hg := mul_pos ha (hn r)
    have h := (((Real.hasDerivAt_log (hn r).ne').const_mul p).const_sub
      (Real.log (a * expDensity A a r))).const_mul (c * (a * expDensity A a r))
    refine (h.congr_of_eventuallyEq ?_).congr_deriv ?_
    · filter_upwards [Ioi_mem_nhds (hn r)] with x hx
      exact logEnergy_eq c p hx hg
    · have hi := mul_inv_cancel₀ (hn r).ne'
      linear_combination (-(c * p * a)) * hi
  -- the derivative with respect to n', which is negative
  have h2 : ∀ s, 0 < s → HasDerivAt (fun q => logEnergy c p (expDensity A a s) |q|)
      (-c * (Real.log a + (1 - p) * (Real.log A - a * s) + 1))
      (deriv (expDensity A a) s) := by
    intro s _
    have hq : deriv (expDensity A a) s < 0 := by
      rw [deriv_expDensity]
      exact neg_neg_of_pos (mul_pos ha (hn s))
    have h := ((hasDerivAt_id' (deriv (expDensity A a) s)).const_mul (-c)).fun_mul
      ((Real.hasDerivAt_log hq.ne).sub_const (p * Real.log (expDensity A a s)))
    refine (h.congr_of_eventuallyEq ?_).congr_deriv ?_
    · filter_upwards [Iio_mem_nhds hq] with x hx
      have hx' : x < 0 := hx
      rw [logEnergy_eq c p (hn s) (abs_pos.mpr hx'.ne), Real.log_abs, abs_of_neg hx']
      ring
    · have hi := mul_inv_cancel₀ hq.ne
      have hl : Real.log (deriv (expDensity A a) s) = Real.log a + (Real.log A - a * s) := by
        rw [← Real.log_abs, habs, Real.log_mul ha.ne' (hn s).ne', hlog]
      rw [hl, hlog]
      linear_combination (-c) * hi
  have h3 : HasDerivAt (fun s => -c * (Real.log a + (1 - p) * (Real.log A - a * s) + 1))
      (c * (1 - p) * a) r := by
    have h := ((((((hasDerivAt_id' r).const_mul a).const_sub (Real.log A)).const_mul
      (1 - p)).const_add (Real.log a)).add_const 1).const_mul (-c)
    exact h.congr_deriv (by ring)
  rw [radialPotential_eq hr h1 h2 h3]
  have hr' : r ≠ 0 := hr.ne'
  field_simp
  ring
```

## (g) The limit at infinity

**Task.** Find $\lim_{r\to\infty}v(r)$ for general $p$.

**Solution.** The second term in (f) is a constant divided by $r$ and vanishes, leaving $ca(2p-3)$. For $c\neq0$ the limit is zero only at $p=3/2$.

`Tendsto … atTop (𝓝 …)` expresses this limit. The proof takes the limit of the formula and transfers it to the potential, since the two agree for all $r>0$.

```lean
/-- For `e = c g ln(g / n^p)` and the density `A exp(-a r)`, the potential tends to
`c a (2p - 3)` at infinity. -/
theorem logEnergy_potential_tendsto (c p : ℝ) {A a : ℝ} (hA : 0 < A) (ha : 0 < a) :
    Tendsto (radialPotential (logEnergy c p) (expDensity A a)) atTop
      (𝓝 (c * a * (2 * p - 3))) := by
  have h : Tendsto (fun r : ℝ => c * a * (2 * p - 3)
      + 2 * c * (1 + Real.log a + (1 - p) * Real.log A) / r) atTop
      (𝓝 (c * a * (2 * p - 3) + 0)) :=
    tendsto_const_nhds.add (tendsto_const_nhds.div_atTop tendsto_id)
  rw [add_zero] at h
  refine h.congr' ?_
  filter_upwards [eventually_gt_atTop 0] with r hr
  exact (logEnergy_potential_exp c p hA ha hr).symm
```

## (h) The AK13-type exponent

**Task.** Set $p=4/3$.

**Solution.** Since $2\cdot\tfrac43-3=-\tfrac13$,

$$v(r)\to-\frac{ca}{3}.$$

The constant depends on the density through its decay rate $a$. In a Kohn–Sham calculation for an atom whose potential tends to a nonzero constant, the decay of the highest occupied orbital is set by its energy relative to that constant, not relative to zero. Subtracting the constant from the potential everywhere shifts the orbital energies and leaves the orbitals unchanged, whereas cutting the potential to zero only beyond an outer radius changes the problem.

```lean
/-- For the AK13-type energy density `c g ln(g / n^(4/3))` and the density `A exp(-a r)`, the
potential tends to `-c a / 3` at infinity. -/
theorem ak13_potential_tendsto (c : ℝ) {A a : ℝ} (hA : 0 < A) (ha : 0 < a) :
    Tendsto (radialPotential (logEnergy c (4 / 3)) (expDensity A a)) atTop
      (𝓝 (-c * a / 3)) := by
  have h := logEnergy_potential_tendsto c (4 / 3) hA ha
  have he : c * a * (2 * (4 / 3) - 3) = -c * a / 3 := by ring
  rwa [he] at h
```

## (i) Exchange scaling selects $p=4/3$

**Task.** Compressing a density uniformly by a factor $l>0$ turns $n$ into $l^3n$ and $g$ into $l^4g$ at corresponding points. The exchange energy must then grow by the factor $l$, which holds if $e(l^3n,l^4g)=l^4e(n,g)$. For which $p$ does the logarithmic form with $c\neq0$ satisfy this for all positive $l,n,g$?

**Solution.** By (e),

$$e(l^3n,l^4g)=l^4e(n,g)+l^4\,c\,g\,(4-3p)\ln l.$$

If $p=4/3$, the extra term vanishes. Conversely, if the scaling holds, put $l=\exp(1)$ and $n=g=1$: then $\exp(4)\,c\,(4-3p)=0$, and $c\neq0$ forces $p=4/3$. For $c=0$ every $p$ would pass.

Together with (h), this means that a member of this one-exponent family with $c\neq0$ that obeys the scaling has a potential that does not vanish at infinity on an exponential density. The restriction to the family matters: $c\,g$ obeys the same scaling, and its potential in (d) does vanish.

In the proof, `key` is the displayed identity, and the two directions of the equivalence follow the two halves of the argument.

```lean
/-- The energy density `c g ln(g / n^p)` with `c ≠ 0` obeys the exchange scaling
`e(l³ n, l⁴ g) = l⁴ e(n, g)` exactly when `p = 4/3`. -/
theorem logEnergy_scaling_iff {c : ℝ} (hc : c ≠ 0) (p : ℝ) :
    (∀ l n g : ℝ, 0 < l → 0 < n → 0 < g →
      logEnergy c p (l ^ 3 * n) (l ^ 4 * g) = l ^ 4 * logEnergy c p n g) ↔ p = 4 / 3 := by
  -- scaling adds a term proportional to (4 - 3p) ln l
  have key : ∀ l n g : ℝ, 0 < l → 0 < n → 0 < g → logEnergy c p (l ^ 3 * n) (l ^ 4 * g)
      = l ^ 4 * logEnergy c p n g + l ^ 4 * (c * g * (4 - 3 * p) * Real.log l) := by
    intro l n g hl hn hg
    rw [logEnergy_eq c p (by positivity) (by positivity), logEnergy_eq c p hn hg,
      Real.log_mul (pow_pos hl 4).ne' hg.ne', Real.log_mul (pow_pos hl 3).ne' hn.ne',
      Real.log_pow, Real.log_pow]
    push_cast
    ring
  constructor
  · intro h
    have h1 := h (Real.exp 1) 1 1 (Real.exp_pos 1) one_pos one_pos
    rw [key _ 1 1 (Real.exp_pos 1) one_pos one_pos, Real.log_exp] at h1
    have h2 : Real.exp 1 ^ 4 * (c * 1 * (4 - 3 * p) * 1) = 0 := by linarith
    have h3 := (mul_eq_zero.mp h2).resolve_left (pow_pos (Real.exp_pos 1) 4).ne'
    have h4 : c * (4 - 3 * p) = 0 := by linarith
    have h5 := (mul_eq_zero.mp h4).resolve_left hc
    linarith
  · rintro rfl l n g hl hn hg
    rw [key l n g hl hn hg]
    ring

end

end ExchangePotentialAsymptotics
```

```lean
#print axioms ExchangePotentialAsymptotics.gradientEnergy_potential_exp
#print axioms ExchangePotentialAsymptotics.ak13_potential_tendsto
#print axioms ExchangePotentialAsymptotics.logEnergy_scaling_iff
```

```
'ExchangePotentialAsymptotics.gradientEnergy_potential_exp' depends on axioms: [propext, Classical.choice, Quot.sound]
'ExchangePotentialAsymptotics.ak13_potential_tendsto' depends on axioms: [propext, Classical.choice, Quot.sound]
'ExchangePotentialAsymptotics.logEnergy_scaling_iff' depends on axioms: [propext, Classical.choice, Quot.sound]
```
